# Lowering $(x+iy)^l$ first gives zero at step $2l+1$

Applying $J_-$ to $(x+iy)^l$ gives a nonzero polynomial for each of the first $2l$ applications, and the next one gives zero. Here $J_-=J_x-iJ_y$, with $J_x=-i(y\partial_z-z\partial_y)$ and $J_y=-i(z\partial_x-x\partial_z)$ in units of $\hbar$. I know this from the algebra of angular momentum states, but I'd like to see it proved rigorously for the polynomials themselves, for every natural $l$, and checked by machine. How does that go?

## Two lowerings for each factor of $x+iy$

It can be done with the product rule and induction on $l$. Write $u=x+iy$ and $v=x-iy$. Substituting the definitions gives

$$J_-=v\,\partial_z-z(\partial_x-i\partial_y),\qquad J_-u=-2z,\quad J_-z=v,\quad J_-v=0.$$

For any polynomial $f$ and $m\ge 2$,

$$J_-^m(uf)=u\,J_-^mf-2m\,z\,J_-^{m-1}f-m(m-1)\,v\,J_-^{m-2}f.$$

For $m=2$, lower $J_-(uf)=uJ_-f-2zf$ once more. To pass from $m$ to $m+1$, apply $J_-$ to the formula: the coefficient of $zJ_-^mf$ becomes $-2-2m=-2(m+1)$, and that of $vJ_-^{m-1}f$ becomes $-2m-m(m-1)=-(m+1)m$.

The bottom of the ladder is

$$J_-^{2l}u^l=(-1)^l(2l)!\,v^l.$$

This holds for $l=0$. If it holds for $l$, then $J_-^{2l+1}u^l=0$, because $J_-v^l=0$. Setting $f=u^l$ and $m=2l+2$ therefore leaves only the last term:

$$J_-^{2l+2}u^{l+1}=-(2l+2)(2l+1)\,v\,J_-^{2l}u^l=(-1)^{l+1}(2l+2)!\,v^{l+1}.$$

The bottom polynomial is nonzero, so no earlier one can vanish, since further lowering would keep it zero. One step beyond the bottom gives zero, as do all later steps.

The $2l+1$ nonzero polynomials are also linearly independent. Suppose $\sum_{k=0}^{2l}g_kJ_-^ku^l=0$ and $g_k=0$ for all $k<n$. Applying $J_-^{2l-n}$ kills the terms with $k>n$ and leaves $g_nJ_-^{2l}u^l=0$, so $g_n=0$.

For $l=0$ the ladder is the constant $1$, killed at once. For $l=1$ it reads $x+iy,\ -2z,\ -2(x-iy),\ 0$.

## The ladder in Lean

```lean
import Mathlib

open MvPolynomial
open scoped Nat

namespace AngularMomentumLadder

noncomputable section

/-- Complex polynomials in the coordinates x = `X 0`, y = `X 1`, z = `X 2`. -/
abbrev Poly := MvPolynomial (Fin 3) ℂ

/-- The angular momentum component J_x = -i (y ∂_z - z ∂_y). -/
def Jx : Derivation ℂ Poly Poly :=
  (-Complex.I) • ((X 1 : Poly) • pderiv 2 - (X 2 : Poly) • pderiv 1)

/-- The angular momentum component J_y = -i (z ∂_x - x ∂_z). -/
def Jy : Derivation ℂ Poly Poly :=
  (-Complex.I) • ((X 2 : Poly) • pderiv 0 - (X 0 : Poly) • pderiv 2)

/-- The lowering operator J_- = J_x - i J_y. -/
def Jminus : Module.End ℂ Poly := (Jx - Complex.I • Jy).toLinearMap

/-- The polynomial x + iy. -/
def xPlus : Poly := X 0 + C Complex.I * X 1

/-- The polynomial x - iy. -/
def xMinus : Poly := X 0 - C Complex.I * X 1

lemma C_I_sq : (C Complex.I * C Complex.I : Poly) = -1 := by
  rw [← C_mul, Complex.I_mul_I, C_neg, C_1]

/-- The lowering operator in closed form: J_- = (x - iy) ∂_z - z (∂_x - i ∂_y). -/
theorem Jminus_apply (f : Poly) :
    Jminus f = xMinus * pderiv 2 f
      - X 2 * (pderiv 0 f - C Complex.I * pderiv 1 f) := by
  change (Jx - Complex.I • Jy) f = _
  simp only [Jx, Jy, xMinus, Derivation.sub_apply, Derivation.smul_apply, smul_eq_mul,
    smul_eq_C_mul, C_neg]
  linear_combination (X 2 * pderiv 0 f - X 0 * pderiv 2 f) * C_I_sq

/-- The lowering operator obeys the product rule. -/
theorem Jminus_mul (f g : Poly) : Jminus (f * g) = f * Jminus g + g * Jminus f :=
  (Jx - Complex.I • Jy).leibniz f g

/-- J_- sends x + iy to -2z, z to x - iy, and x - iy to zero. -/
theorem Jminus_coordinates :
    Jminus xPlus = -((2 : ℕ) • (X 2 : Poly)) ∧ Jminus (X 2) = xMinus ∧
      Jminus xMinus = 0 := by
  refine ⟨?_, ?_, ?_⟩
  · rw [Jminus_apply]
    simp only [xPlus, map_add, Derivation.leibniz, pderiv_C, pderiv_X, Pi.single_apply,
      smul_eq_mul, Fin.isValue, Fin.reduceEq, if_true, if_false, nsmul_eq_mul]
    push_cast
    linear_combination (X 2 : Poly) * C_I_sq
  · rw [Jminus_apply]
    simp only [pderiv_X, Pi.single_apply, Fin.isValue, Fin.reduceEq, if_true, if_false]
    ring
  · rw [Jminus_apply]
    simp only [xMinus, map_sub, Derivation.leibniz, pderiv_C, pderiv_X, Pi.single_apply,
      smul_eq_mul, Fin.isValue, Fin.reduceEq, if_true, if_false]
    linear_combination -(X 2 : Poly) * C_I_sq

lemma Jminus_step (k : ℕ) (f : Poly) : (Jminus ^ (k + 1)) f = Jminus ((Jminus ^ k) f) := by
  rw [pow_succ', Module.End.mul_apply]

lemma Jminus_xMinus_pow (l : ℕ) : Jminus (xMinus ^ l) = 0 := by
  induction l with
  | zero =>
    rw [pow_zero]
    exact (Jx - Complex.I • Jy).map_one_eq_zero
  | succ l ih => rw [pow_succ, Jminus_mul, ih, Jminus_coordinates.2.2, mul_zero, mul_zero, add_zero]

lemma xMinus_ne_zero : xMinus ≠ 0 := by
  intro h
  have h1 := congrArg (eval (fun i : Fin 3 => if i = 0 then (1 : ℂ) else 0)) h
  simp [xMinus] at h1

/-- Repeated lowering of a product (x + iy) f produces only three terms. -/
theorem Jminus_pow_xPlus_mul (n : ℕ) (f : Poly) :
    (Jminus ^ (n + 2)) (xPlus * f) = xPlus * (Jminus ^ (n + 2)) f
      - (2 * (n + 2)) • (X 2 * (Jminus ^ (n + 1)) f)
      - ((n + 2) * (n + 1)) • (xMinus * (Jminus ^ n) f) := by
  obtain ⟨hu, hz, hv⟩ := Jminus_coordinates
  induction n with
  | zero =>
    have e2 : ∀ g, (Jminus ^ (0 + 2)) g = Jminus (Jminus g) := fun g => by
      rw [zero_add, pow_two, Module.End.mul_apply]
    have e1 : (Jminus ^ (0 + 1)) f = Jminus f := by rw [zero_add, pow_one]
    have e0 : (Jminus ^ 0) f = f := by rw [pow_zero, Module.End.one_apply]
    rw [e2 (xPlus * f), e2 f, e1, e0]
    simp only [Jminus_mul, map_add, map_neg, map_nsmul, hu, hz]
    simp only [nsmul_eq_mul]
    push_cast
    ring
  | succ n ih =>
    have e : ∀ g, (Jminus ^ (n + 1 + 2)) g = Jminus ((Jminus ^ (n + 2)) g) :=
      fun g => Jminus_step (n + 2) g
    have e1 : (Jminus ^ (n + 1 + 1)) f = (Jminus ^ (n + 2)) f := rfl
    have s1 : Jminus ((Jminus ^ (n + 1)) f) = (Jminus ^ (n + 2)) f :=
      (Jminus_step (n + 1) f).symm
    have s0 : Jminus ((Jminus ^ n) f) = (Jminus ^ (n + 1)) f := (Jminus_step n f).symm
    -- lower the three-term formula once more and collect terms
    rw [e (xPlus * f), e f, e1, ih]
    simp only [map_sub, map_nsmul, Jminus_mul, hu, hz, hv, s1, s0]
    simp only [nsmul_eq_mul]
    push_cast
    ring

/-- Lowering (x + iy)^l exactly 2l times gives (-1)^l (2l)! (x - iy)^l. -/
theorem bottom_rung (l : ℕ) :
    (Jminus ^ (2 * l)) (xPlus ^ l) = ((-1 : ℂ) ^ l * ((2 * l)! : ℂ)) • xMinus ^ l := by
  induction l with
  | zero => simp
  | succ l ih =>
    have h1 : (Jminus ^ (2 * l + 1)) (xPlus ^ l) = 0 := by
      rw [Jminus_step, ih, map_smul, Jminus_xMinus_pow, smul_zero]
    have h2 : (Jminus ^ (2 * l + 2)) (xPlus ^ l) = 0 := by
      rw [Jminus_step (2 * l + 1), h1, map_zero]
    have hf : (2 * l + 2)! = (2 * l + 2) * ((2 * l + 1) * (2 * l)!) := by
      rw [Nat.factorial_succ, Nat.factorial_succ]
    -- only the term with two lowerings on the new factor survives
    rw [show 2 * (l + 1) = 2 * l + 2 by ring, pow_succ' xPlus, Jminus_pow_xPlus_mul,
      h1, h2, ih, hf]
    simp only [mul_zero, smul_zero, sub_zero, zero_sub, nsmul_eq_mul, smul_eq_C_mul,
      Nat.cast_mul, map_mul, map_pow, map_neg, map_one, map_natCast]
    push_cast
    ring

lemma bottom_rung_ne_zero (l : ℕ) : (Jminus ^ (2 * l)) (xPlus ^ l) ≠ 0 := by
  rw [bottom_rung]
  refine smul_ne_zero (mul_ne_zero (pow_ne_zero _ (by norm_num)) ?_)
    (pow_ne_zero _ xMinus_ne_zero)
  exact Nat.cast_ne_zero.mpr (Nat.factorial_ne_zero _)

/-- Applying J_- k times to (x + iy)^l gives zero exactly when k exceeds 2l. -/
theorem ladder_terminates_iff (l k : ℕ) :
    (Jminus ^ k) (xPlus ^ l) = 0 ↔ 2 * l < k := by
  constructor
  · intro h
    by_contra hk
    -- a vanishing earlier rung would make the bottom rung vanish
    apply bottom_rung_ne_zero l
    rw [show 2 * l = (2 * l - k) + k by omega, pow_add, Module.End.mul_apply, h, map_zero]
  · intro hk
    rw [show k = (k - (2 * l + 1)) + (2 * l + 1) by omega, pow_add, Module.End.mul_apply,
      Jminus_step, bottom_rung, map_smul, Jminus_xMinus_pow, smul_zero, map_zero]

/-- The 2l + 1 polynomials obtained from (x + iy)^l by lowering 0, 1, ..., 2l times
are linearly independent. -/
theorem ladder_linearIndependent (l : ℕ) :
    LinearIndependent ℂ (fun k : Fin (2 * l + 1) => (Jminus ^ (k : ℕ)) (xPlus ^ l)) := by
  rw [Fintype.linearIndependent_iff]
  intro g hg
  have key : ∀ n : ℕ, ∀ hn : n < 2 * l + 1, g ⟨n, hn⟩ = 0 := by
    intro n
    induction n using Nat.strong_induction_on with
    | _ n ih =>
      intro hn
      -- lower until only the n-th term is left, sitting on the bottom rung
      have h := congrArg (Jminus ^ (2 * l - n)) hg
      rw [map_sum, map_zero, Finset.sum_eq_single (⟨n, hn⟩ : Fin (2 * l + 1))] at h
      · rw [map_smul, ← Module.End.mul_apply, ← pow_add,
          show 2 * l - n + n = 2 * l by omega] at h
        exact (smul_eq_zero.mp h).resolve_right (bottom_rung_ne_zero l)
      · intro j _ hj
        have hne : (j : ℕ) ≠ n := fun h' => hj (Fin.ext h')
        rcases lt_or_gt_of_ne hne with hlt | hgt
        · have hz : g j = 0 := ih j hlt j.isLt
          rw [hz, zero_smul, map_zero]
        · rw [map_smul, ← Module.End.mul_apply, ← pow_add,
            (ladder_terminates_iff l _).mpr (by omega), smul_zero]
      · intro h'
        exact absurd (Finset.mem_univ _) h'
  exact fun i => key i i.isLt

end

end AngularMomentumLadder
```

```lean
#print axioms AngularMomentumLadder.ladder_terminates_iff
-- 'AngularMomentumLadder.ladder_terminates_iff' depends on axioms: [propext, Classical.choice, Quot.sound]
#print axioms AngularMomentumLadder.ladder_linearIndependent
-- 'AngularMomentumLadder.ladder_linearIndependent' depends on axioms: [propext, Classical.choice, Quot.sound]
```

## What the theorems say

`Poly` is the ring of complex polynomials in three variables, with `X 0`, `X 1`, `X 2` for $x,y,z$; `xPlus` and `xMinus` are $u$ and $v$. `Jx` and `Jy` are derivations, that is, linear maps obeying the product rule. `Jminus` is the corresponding linear operator, so `Jminus ^ k` means $k$ successive applications.

`ladder_terminates_iff` says that, for all natural $l$ and $k$, the result is zero exactly when $2l<k$. `bottom_rung` gives the last nonzero polynomial with its coefficient, and `ladder_linearIndependent` gives independence over $\mathbb{C}$. The theorems concern orbital angular momentum with integer $l$; they do not address the eigenvalues of $J_z$ or $J^2$, or half-integer spin.

## How the proof follows the algebra

`Jminus_apply` derives the closed form of $J_-$, using `linear_combination` to insert $i^2=-1$. `Jminus_coordinates` computes the three actions on $u$, $z$ and $v$. `Jminus_pow_xPlus_mul` is the three-term formula with $m=n+2$: `simp` applies the product rule and `ring` collects the coefficients.

In `bottom_rung`, `h1` and `h2` remove the first two terms. `ladder_terminates_iff` splits the powers of $J_-$ to reach the bottom polynomial or pass it. The independence proof uses strong induction on $n$, and `Finset.sum_eq_single` isolates the $n$-th term.

## From polynomials to a Gaussian shell

With $x,y,z$ measured from the centre of the shell, this recursion can generate the angular polynomials of complex spherical Gaussians from $(x+iy)^l$. A factor $e^{-\alpha r^2}$ passes through $J_-$ unchanged, because $J_-r^2=0$. A loop over $k=0,\dots,2l$ yields the Cartesian coefficients: five functions for a $d$ shell, against six Cartesian monomials.

The polynomials are unnormalised. If $N_l$ is the $L^2$ norm of $u^l$ on the unit sphere, the functions normalised on that sphere are

$$\frac{1}{N_l}\sqrt{\frac{(2l-k)!}{k!\,(2l)!}}\;J_-^k u^l .$$

A normalised Gaussian also needs a radial factor. The Lean code proves neither the statements about the exponential factor and the normalisation nor that the polynomials are solid harmonics, the angular part of spherical Gaussians. These are standard results.
